# The largest real plane-wave index |x_i| with ‖G‖ ≤ Gmax is Gmax‖a_i‖/(2π)

An FFT box that is too small makes two different plane waves share one storage slot, and their coefficients can no longer be told apart. This can happen in a hexagonal cell if the box is sized by dividing the cutoff by the length of a reciprocal vector. Take a two-dimensional hexagonal lattice with unit lattice constant. Its reciprocal vectors b_0 and b_1 both have length 4π/√3 and enclose an angle of 60°. Let the cutoff on the length of wave vectors be Gmax = 4π. Then Gmax/‖b_0‖ = √3 ≈ 1.73, which suggests indices −1, 0, 1 and three grid points per direction. But the wave vectors 2b_0 − b_1 and −b_0 − b_1 both have length 4π, so both are within the cutoff, and their indices (2, −1) and (−1, −1) agree modulo 3.

The correct bound uses the length of the cell vector. Here it is 4π · 1/(2π) = 2, so five points per direction are enough.

## From duality to the extreme index

Let a_0, …, a_{d−1} be the cell vectors in R^d, and let b_0, …, b_{d−1} be reciprocal vectors satisfying

a_i · b_j = 2π δ_ij.

For real coefficients x_j, write G = ∑_j x_j b_j. A plane wave exp(iG·r) has the periodicity of the cell when the x_j are integers. The cutoff Gmax ≥ 0 limits the length of G, which for a particle of mass m amounts to a kinetic-energy limit ħ²Gmax²/(2m). The claim is that

max { |x_i| : ‖G‖ ≤ Gmax } = Gmax‖a_i‖/(2π).

**Reading off an index.** Taking the inner product of G with a_i leaves one term of the sum:

a_i · G = ∑_j x_j (a_i · b_j) = 2π x_i.

If G = 0, every x_i is therefore zero. The b_j are linearly independent, and since there are d of them in d dimensions, they span the space. Also a_i ≠ 0, because a_i · b_i = 2π.

**Upper bound.** By the Cauchy-Schwarz inequality,

2π|x_i| = |a_i · G| ≤ ‖a_i‖‖G‖ ≤ ‖a_i‖Gmax.

Division by 2π gives the bound.

**Where it is reached.** Let u = (Gmax/‖a_i‖) a_i, the vector of length Gmax along a_i. Suppose that ‖G‖ ≤ Gmax and x_i = Gmax‖a_i‖/(2π). Then a_i · G = Gmax‖a_i‖, so G · u = Gmax², and

‖G − u‖² = ‖G‖² − 2Gmax² + Gmax² = ‖G‖² − Gmax² ≤ 0.

Hence G = u. Conversely, if G = u, then 2πx_i = a_i · u = Gmax‖a_i‖, and x_i equals the bound. Since the b_j span the space, u does have coordinates x_j, so the maximum is attained.

**Integer indices and the box.** For integer indices m_i the bound can be rounded down:

|m_i| ≤ M_i, with M_i = ⌊Gmax‖a_i‖/(2π)⌋.

Let the box have N_i ≥ 2M_i + 1 points along direction i. If two plane waves within the cutoff have indices m_i and n_i that agree modulo N_i, then n_i − m_i = N_i k for some integer k. But |n_i − m_i| ≤ 2M_i < N_i, which forces k = 0 and m_i = n_i.

In one dimension, with a cell of length L, the duality relation gives ‖b_0‖ = 2π/L, and the bound GmaxL/(2π) is the same as Gmax/‖b_0‖. The two estimates can differ only from two dimensions on, when the cell vectors are not orthogonal. At Gmax = 0 only G = 0 remains, and the maximum is 0.

## Cells, wave vectors and the bound in Lean

The dimension `d` is arbitrary, and both families of vectors are functions from `Fin d`, so directions are numbered from 0. The type `EuclideanSpace ℝ (Fin d)` is R^d with its usual inner product and norm.

```lean
import Mathlib

open scoped Real

namespace FFTBoxDimensions

noncomputable section

variable {d : ℕ} {a b : Fin d → EuclideanSpace ℝ (Fin d)}
```

The predicate `IsReciprocal` is the duality relation, with the factor 2π included in the reciprocal vectors. It is the only assumption made about the cell. That the vectors form bases follows from it.

```lean
/-- Cell vectors `a i` and reciprocal vectors `b j` are dual: `a i · b j = 2π δ_ij`. -/
def IsReciprocal (a b : Fin d → EuclideanSpace ℝ (Fin d)) : Prop :=
  ∀ i j, inner ℝ (a i) (b j) = if i = j then 2 * π else 0
```

The function `waveVector` forms G from real indices. Integer indices enter later, converted to real numbers.

```lean
/-- The wave vector `G = ∑ x_j b_j` with (real) indices `x`. -/
def waveVector (b : Fin d → EuclideanSpace ℝ (Fin d)) (x : Fin d → ℝ) :
    EuclideanSpace ℝ (Fin d) :=
  ∑ j, x j • b j
```

The quantity `indexBound` is the proposed maximum, before any rounding.

```lean
/-- The number `Gmax ‖a i‖ / (2π)` for direction `i`. -/
def indexBound (a : Fin d → EuclideanSpace ℝ (Fin d)) (Gmax : ℝ) (i : Fin d) : ℝ :=
  Gmax * ‖a i‖ / (2 * π)
```

## Duality read in both directions

The relation is unchanged when the two families are exchanged, because the real inner product is symmetric.

```lean
/-- Duality is symmetric: the cell vectors are reciprocal to the reciprocal vectors. -/
theorem IsReciprocal.symm (h : IsReciprocal a b) : IsReciprocal b a := by
  intro i j
  exact (real_inner_comm _ _).trans ((h j i).trans (if_congr eq_comm rfl rfl))
```

This symmetry gives a neighbouring result by the same argument. For a real-space vector r = ∑_j x_j a_j with ‖r‖ ≤ R, where R ≥ 0, the maximum of |x_i| is R‖b_i‖/(2π). For lattice translations this limits how many periodic images of a point have to be searched in each direction to find all those within a distance R of that same point.

The next lemma is the identity a_i · G = 2πx_i. The `simp only` call moves the inner product inside the sum and keeps the single term with j = i.

```lean
/-- Projecting a wave vector on the cell vector `a i` reads off its index: `a i · G = 2π x_i`. -/
theorem inner_waveVector (h : IsReciprocal a b) (x : Fin d → ℝ) (i : Fin d) :
    inner ℝ (a i) (waveVector b x) = 2 * π * x i := by
  have hi : ∀ j, inner ℝ (a i) (b j) = if i = j then 2 * π else 0 := h i
  simp only [waveVector, inner_sum, inner_smul_right, hi, mul_ite, mul_zero,
    Finset.sum_ite_eq, Finset.mem_univ, if_true]
  ring
```

Linear independence is tested on a vanishing combination with coefficients `g`. The identity turns it into 0 = 2πg_i, and since 2π is not zero, g_i is. The final line uses the dimension count to obtain the span.

```lean
/-- The reciprocal vectors are linearly independent and span the whole space. -/
theorem reciprocal_basis (h : IsReciprocal a b) :
    LinearIndependent ℝ b ∧ Submodule.span ℝ (Set.range b) = ⊤ := by
  have hb : LinearIndependent ℝ b := by
    rw [Fintype.linearIndependent_iff]
    intro g hg i
    have hg' : waveVector b g = 0 := hg
    have hi := inner_waveVector h g i
    rw [hg', inner_zero_right] at hi
    rcases mul_eq_zero.mp hi.symm with h0 | h0
    · linarith [Real.pi_pos]
    · exact h0
  -- d independent vectors in d dimensions span
  exact ⟨hb, hb.span_eq_top_of_card_eq_finrank' (by simp)⟩
```

A cell vector of zero length would make a_i · b_i equal to 0 instead of 2π. The following lemma excludes it, which makes division by ‖a_i‖ legitimate below.

```lean
/-- Every cell vector has positive length. -/
theorem cell_norm_pos (h : IsReciprocal a b) (i : Fin d) : 0 < ‖a i‖ := by
  refine norm_pos_iff.mpr fun h0 => ?_
  have hi : inner ℝ (a i) (b i) = if i = i then 2 * π else 0 := h i i
  rw [h0, inner_zero_left, if_pos rfl] at hi
  linarith [Real.pi_pos]
```

## The bound and its equality case

The upper bound follows the derivation above: `hcs` is Cauchy-Schwarz, rewritten as an inequality for 2π|x_i|, and `hm` multiplies the cutoff condition by ‖a_i‖. No sign condition on `Gmax` is needed, since a norm below `Gmax` already makes it non-negative.

```lean
/-- Within the cutoff sphere `‖G‖ ≤ Gmax`, the index along direction `i` is at most
`Gmax ‖a i‖ / (2π)` in absolute value. -/
theorem abs_index_le (h : IsReciprocal a b) {Gmax : ℝ} {x : Fin d → ℝ}
    (hx : ‖waveVector b x‖ ≤ Gmax) (i : Fin d) : |x i| ≤ indexBound a Gmax i := by
  have h2 : 0 < 2 * π := by positivity
  -- Cauchy-Schwarz for a i · G
  have hcs := abs_real_inner_le_norm (a i) (waveVector b x)
  rw [inner_waveVector h, abs_mul, abs_of_pos h2] at hcs
  have hm := mul_le_mul_of_nonneg_left hx (norm_nonneg (a i))
  rw [indexBound, le_div_iff₀ h2]
  nlinarith
```

The equality case is an equivalence for wave vectors within the cutoff. In the forward direction, `hin` states G · a_i = Gmax‖a_i‖ and `hn` gives the length of u. The expansion `hsq` then shows that the squared distance is at most zero. The reverse direction substitutes G = u into the index identity.

```lean
/-- Within the cutoff sphere, the index `x i` equals `Gmax ‖a i‖ / (2π)` exactly when the wave
vector has length `Gmax` along the cell vector `a i`: `G = Gmax a i / ‖a i‖`. -/
theorem index_eq_bound_iff (h : IsReciprocal a b) {Gmax : ℝ} {x : Fin d → ℝ}
    (hx : ‖waveVector b x‖ ≤ Gmax) (i : Fin d) :
    x i = indexBound a Gmax i ↔ waveVector b x = (Gmax / ‖a i‖) • a i := by
  have h2 : 2 * π ≠ 0 := by positivity
  have ha := cell_norm_pos h i
  have hG : 0 ≤ Gmax := (norm_nonneg _).trans hx
  have hc : Gmax / ‖a i‖ * ‖a i‖ = Gmax := div_mul_cancel₀ _ ha.ne'
  have hi := inner_waveVector h x i
  rw [indexBound, eq_div_iff h2]
  constructor
  · intro hxi
    have hin : inner ℝ (waveVector b x) (a i) = Gmax * ‖a i‖ := by
      rw [real_inner_comm, hi]
      linarith
    have hn : ‖(Gmax / ‖a i‖) • a i‖ = Gmax := by
      rw [norm_smul, Real.norm_of_nonneg (div_nonneg hG ha.le), hc]
    -- the squared distance between the two vectors is ‖G‖² - Gmax² ≤ 0
    have hsq := norm_sub_sq_real (waveVector b x) ((Gmax / ‖a i‖) • a i)
    rw [inner_smul_right, hin, hn] at hsq
    have hcg : Gmax / ‖a i‖ * (Gmax * ‖a i‖) = Gmax ^ 2 := by
      linear_combination Gmax * hc
    rw [hcg] at hsq
    have hle : ‖waveVector b x‖ ^ 2 ≤ Gmax ^ 2 := pow_le_pow_left₀ (norm_nonneg _) hx 2
    have hz : ‖waveVector b x - (Gmax / ‖a i‖) • a i‖ ^ 2 = 0 :=
      le_antisymm (by linarith) (sq_nonneg _)
    exact sub_eq_zero.mp (norm_eq_zero.mp (pow_eq_zero_iff two_ne_zero |>.mp hz))
  · intro hxi
    rw [hxi, inner_smul_right, real_inner_self_eq_norm_sq] at hi
    linear_combination ‖a i‖ * hc - hi
```

The maximising wave vector is thus unique for positive x_i. It points along the cell vector a_i, which in a non-orthogonal cell need not be the direction of b_i. In the hexagonal example it is 2b_0 − b_1, of length 4π along a_0.

## The maximum is attained

`IsGreatest` says two things about a number and a set: the number belongs to the set, and no member exceeds it. Here the set contains all values |x_i| taken by real index vectors whose G satisfies the cutoff. The hypothesis `hG` requires Gmax ≥ 0, because a negative cutoff would leave the set empty.

```lean
/-- The maximum of `|x i|` over all real indices `x` with `‖∑ x_j b_j‖ ≤ Gmax` is exactly
`Gmax ‖a i‖ / (2π)`. -/
theorem isGreatest_index (h : IsReciprocal a b) {Gmax : ℝ} (hG : 0 ≤ Gmax) (i : Fin d) :
    IsGreatest {t : ℝ | ∃ x : Fin d → ℝ, ‖waveVector b x‖ ≤ Gmax ∧ |x i| = t}
      (Gmax * ‖a i‖ / (2 * π)) := by
  constructor
  · -- the wave vector of length Gmax along a i has coordinates, because the b j span
    have hmem : (Gmax / ‖a i‖) • a i ∈ Submodule.span ℝ (Set.range b) := by
      rw [(reciprocal_basis h).2]
      exact Submodule.mem_top
    obtain ⟨x, hx⟩ := (Submodule.mem_span_range_iff_exists_fun ℝ).mp hmem
    have hx' : waveVector b x = (Gmax / ‖a i‖) • a i := hx
    have ha := cell_norm_pos h i
    have hn : ‖waveVector b x‖ ≤ Gmax := by
      rw [hx', norm_smul, Real.norm_of_nonneg (div_nonneg hG ha.le),
        div_mul_cancel₀ _ ha.ne']
    refine ⟨x, hn, ?_⟩
    rw [(index_eq_bound_iff h hn i).mpr hx', indexBound]
    exact abs_of_nonneg (by positivity)
  · rintro t ⟨x, hx, rfl⟩
    exact abs_index_le h hx i
```

The first half of the proof obtains coordinates `x` for u from the spanning property, checks that its length is within the cutoff, and uses the equality case to evaluate x_i. The second half is the upper bound.

## Integer indices and the size of the FFT box

An integer that is at most a real number is at most its floor, so the bound carries over directly to plane waves of the lattice.

```lean
/-- The integer indices of a plane wave within the cutoff satisfy
`|m i| ≤ ⌊Gmax ‖a i‖ / (2π)⌋`. -/
theorem abs_int_index_le (h : IsReciprocal a b) {Gmax : ℝ} {m : Fin d → ℤ}
    (hm : ‖waveVector b (fun j => (m j : ℝ))‖ ≤ Gmax) (i : Fin d) :
    |m i| ≤ ⌊indexBound a Gmax i⌋ := by
  rw [Int.le_floor, Int.cast_abs]
  exact abs_index_le h hm i
```

The floor need not be reached. In the hexagonal cell with Gmax = 2π it equals 1, yet the shortest nonzero reciprocal lattice vector has length 4π/√3 > 2π, so only G = 0 is within the cutoff. Exact attainment belongs to the maximum over real indices.

The box theorem takes a natural number `N i` of points for each direction. Its conclusion `m = n` means that all the indices of the two plane waves coincide.

```lean
/-- On an FFT box with `N i ≥ 2 ⌊Gmax ‖a i‖ / (2π)⌋ + 1` points along each direction, two plane
waves within the cutoff whose indices agree modulo `N i` for every `i` are the same. -/
theorem fft_box_no_aliasing (h : IsReciprocal a b) {Gmax : ℝ} {N : Fin d → ℕ}
    (hN : ∀ i, 2 * ⌊indexBound a Gmax i⌋ + 1 ≤ (N i : ℤ)) {m n : Fin d → ℤ}
    (hm : ‖waveVector b (fun j => (m j : ℝ))‖ ≤ Gmax)
    (hn : ‖waveVector b (fun j => (n j : ℝ))‖ ≤ Gmax)
    (hmn : ∀ i, m i ≡ n i [ZMOD (N i : ℤ)]) : m = n := by
  funext i
  obtain ⟨k, hk⟩ := (hmn i).dvd
  have h1 := abs_le.mp (abs_int_index_le h hm i)
  have h2 := abs_le.mp (abs_int_index_le h hn i)
  have h3 := hN i
  have hN0 : (0 : ℤ) ≤ (N i : ℤ) := Int.natCast_nonneg _
  -- the difference is a multiple of N i but smaller than N i
  have hk0 : k = 0 := by
    by_contra hne
    rcases lt_or_gt_of_ne hne with hlt | hgt
    · have hk1 : k + 1 ≤ 0 := by omega
      nlinarith [mul_nonneg hN0 (neg_nonneg.mpr hk1)]
    · have hk1 : 0 ≤ k - 1 := by omega
      nlinarith [mul_nonneg hN0 hk1]
  rw [hk0, mul_zero] at hk
  omega
```

The congruence supplies the integer `k` with n_i − m_i = N_i k. If `k` were negative or positive, the difference would be at least N_i in size, against the index bounds; `nlinarith` closes both cases.

For a plane-wave electronic-structure calculation, this gives a box in which the coefficients within a finite cutoff sphere centred at G = 0 can be stored without collisions. The condition is sufficient, and a smaller box may also work for a particular cell. The theorem concerns congruent indices; the transform itself is not modelled. A sphere displaced by a Bloch vector k, with the condition ‖k + G‖ ≤ Gmax, is not covered. A product of two functions within the cutoff, such as a density, can contain wave vectors up to length 2Gmax. A box sized by the bound with 2Gmax in place of Gmax is large enough to store all of its components without collisions.

## A hexagonal cell as a non-orthogonal example

The two cell vectors have unit length and enclose an angle of 120°.

```lean
/-- Cell vectors of the hexagonal lattice with unit lattice constant. -/
def hexCell : Fin 2 → EuclideanSpace ℝ (Fin 2) :=
  ![!₂[1, 0], !₂[-1 / 2, Real.sqrt 3 / 2]]
```

The reciprocal vectors are those of the opening example.

```lean
/-- Reciprocal vectors of the hexagonal lattice with unit lattice constant. -/
def hexRecip : Fin 2 → EuclideanSpace ℝ (Fin 2) :=
  ![!₂[2 * π, 2 * π * Real.sqrt 3 / 3], !₂[0, 4 * π * Real.sqrt 3 / 3]]
```

The duality relation amounts to four inner products. The auxiliary statement `key` writes the inner product in components, and `fin_cases` runs through the four index pairs. The two products with a_0 are immediate, while those with a_1 use √3 · √3 = 3. For instance, a_1 · b_0 = −π + π = 0.

```lean
/-- The hexagonal cell vectors and reciprocal vectors satisfy the duality relation. -/
theorem isReciprocal_witness : IsReciprocal hexCell hexRecip := by
  have key : ∀ p q r s : ℝ, inner ℝ (!₂[p, q] : EuclideanSpace ℝ (Fin 2))
      (!₂[r, s] : EuclideanSpace ℝ (Fin 2)) = p * r + q * s := by
    intro p q r s
    simp [PiLp.inner_apply, Fin.sum_univ_two]
    ring
  have h3 : Real.sqrt 3 * Real.sqrt 3 = 3 := Real.mul_self_sqrt (by norm_num)
  intro i j
  fin_cases i <;> fin_cases j
  · refine (key 1 0 (2 * π) (2 * π * Real.sqrt 3 / 3)).trans ?_
    change _ = 2 * π
    ring
  · refine (key 1 0 0 (4 * π * Real.sqrt 3 / 3)).trans ?_
    change _ = (0 : ℝ)
    ring
  · refine (key (-1 / 2) (Real.sqrt 3 / 2) (2 * π) (2 * π * Real.sqrt 3 / 3)).trans ?_
    change _ = (0 : ℝ)
    linear_combination (π / 3) * h3
  · refine (key (-1 / 2) (Real.sqrt 3 / 2) 0 (4 * π * Real.sqrt 3 / 3)).trans ?_
    change _ = 2 * π
    linear_combination (2 * π / 3) * h3

end

end FFTBoxDimensions
```

```lean
#print axioms FFTBoxDimensions.isGreatest_index
#print axioms FFTBoxDimensions.abs_int_index_le
#print axioms FFTBoxDimensions.fft_box_no_aliasing
```

```
'FFTBoxDimensions.isGreatest_index' depends on axioms: [propext, Classical.choice, Quot.sound]
'FFTBoxDimensions.abs_int_index_le' depends on axioms: [propext, Classical.choice, Quot.sound]
'FFTBoxDimensions.fft_box_no_aliasing' depends on axioms: [propext, Classical.choice, Quot.sound]
```
